# Wigner sampling of the vacuum: the photon number averages to zero but is negative in most samples

A molecule sits in an optical cavity whose relevant mode is empty. In one kind of semiclassical simulation the mode is a classical complex amplitude $\alpha$, and its initial value is drawn at random from the Wigner function of the vacuum. Almost every trajectory then starts with a nonzero field, although a detector would count no photons. What photon number does one sample carry, and how do the samples average to the counts of an empty mode?

The problems below treat one mode in a thermal state with mean photon number $n\ge 0$, a real number; the vacuum is $n=0$. The operators $a$ and $a^\dagger$ remove and add a photon. Write $s=n+\tfrac12$.

```lean
import Mathlib

open MeasureTheory Set
open scoped Real

namespace WignerVacuumSampling

noncomputable section
```

The Wigner function is normalised over the plane with $d^2\alpha=d(\mathrm{Re}\,\alpha)\,d(\mathrm{Im}\,\alpha)$:

$$W_n(\alpha)=\frac{e^{-|\alpha|^2/s}}{\pi s}.$$

```lean
/-- Wigner function of a thermal mode with mean photon number `n`, for `n ≥ 0`; `n = 0` is the
vacuum. -/
def thermalWigner (n : ℝ) (α : ℂ) : ℝ :=
  Real.exp (-‖α‖ ^ 2 / (n + 1 / 2)) / (π * (n + 1 / 2))
```

The dimensionless intensity is $I=|\alpha|^2$. A sampling average of a function $f$ of the intensity is $\langle f\rangle_n=\int f(|\alpha|^2)\,W_n(\alpha)\,d^2\alpha$, called `wignerMean n f` in Lean.

```lean
/-- Phase-space average of a function `f` of the intensity `|α|²` over the thermal
Wigner function. -/
def wignerMean (n : ℝ) (f : ℝ → ℝ) : ℝ :=
  ∫ α : ℂ, f (‖α‖ ^ 2) * thermalWigner n α
```

An exponential function on the half-line will be compared with this average:

$$\rho_n(I)=\frac{e^{-I/s}}{s}.$$

```lean
/-- Exponential intensity density on the positive half-line with mean `n + 1/2`, for `n > -1/2`. -/
def intensityDensity (n I : ℝ) : ℝ :=
  Real.exp (-I / (n + 1 / 2)) / (n + 1 / 2)
```

Operator ordering enters through a polynomial, which textbooks write as the Laguerre polynomial $L_k(2I)$:

$$P_k(I)=\sum_{j=0}^{k}\binom kj\frac{(-2I)^j}{j!}.$$

```lean
/-- The normal-ordering polynomial `∑ j ≤ k, binom(k,j) (-2I)^j / j!`. -/
def orderingPoly (k : ℕ) (I : ℝ) : ℝ :=
  ∑ j ∈ Finset.range (k + 1), (k.choose j : ℝ) * (-2 * I) ^ j / (j.factorial : ℝ)
```

The phase-space function that represents $a^{\dagger k}a^k$ in Wigner averages is $N_k(I)=k!\,(-\tfrac12)^kP_k(I)$.

```lean
/-- The Wigner symbol of the normally ordered product of `k` creation and `k`
annihilation operators, as a function of the intensity. -/
def normalSymbol (k : ℕ) (I : ℝ) : ℝ :=
  (k.factorial : ℝ) * (-1 / 2) ^ k * orderingPoly k I
```

No operators or quantum states occur in the Lean code. That $W_n$ represents the thermal state and $N_k$ the operator $a^{\dagger k}a^k$ is taken from the Weyl correspondence and built into the definitions.

## (a) The photon number of one sample

Find the function that represents $a^\dagger a$. Show that

$$N_1(I)=I-\tfrac12 .$$

For $k=1$ the sum has two terms, $P_1(I)=1-2I$. Multiplying by $1!\,(-\tfrac12)$ gives $-\tfrac12+I$. The subtracted half is the zero-point contribution to the sampled intensity.

Lean does the same: `simp` writes out the two terms and `ring` collects them.

```lean
/-- The normal-ordered photon number is the intensity minus one half. -/
theorem normalSymbol_one (I : ℝ) : normalSymbol 1 I = I - 1 / 2 := by
  simp [normalSymbol, orderingPoly, Finset.sum_range_succ]
  ring
```

## (b) From the complex plane to the intensity

Show that the sampled intensity is distributed on the positive half-line with density $\rho_n$, that is,

$$\langle f\rangle_n=\int_0^\infty f(I)\,\rho_n(I)\,dI .$$

In polar coordinates $\alpha=re^{i\theta}$ the area element is $r\,dr\,d\theta$, and nothing in the integrand depends on $\theta$. The angle contributes $2\pi$:

$$\langle f\rangle_n=2\pi\int_0^\infty f(r^2)\frac{e^{-r^2/s}}{\pi s}\,r\,dr=\int_0^\infty f(r^2)\frac{e^{-r^2/s}}{s}\,2r\,dr .$$

With $I=r^2$ and $dI=2r\,dr$ this is the claim.

In the proof, `h` removes the phase from the integrand, `hprod` separates radius from angle, `hangle` evaluates the angular integral, and `hs` is the substitution $I=r^2$. The theorem accepts every $f$, because Lean assigns the value 0 to an integral that does not converge. A mean of zero is therefore informative only together with a proof of convergence, which parts (d) and (e) supply.

```lean
/-- For `n ≥ 0`, sampling the thermal Wigner function gives the intensity `|α|²` the density
`intensityDensity n` on the positive half-line. -/
theorem wignerMean_eq (n : ℝ) (f : ℝ → ℝ) :
    wignerMean n f = ∫ I in Ioi (0 : ℝ), f I * intensityDensity n I := by
  obtain ⟨F, hF⟩ : ∃ F : ℝ → ℝ, ∀ r, F r =
      r * (f (r ^ 2) * intensityDensity n (r ^ 2)) / π := ⟨_, fun _ => rfl⟩
  -- the integrand does not depend on the phase of the field
  have h : ∀ p ∈ polarCoord.target,
      p.1 • (f (‖Complex.polarCoord.symm p‖ ^ 2) *
        thermalWigner n (Complex.polarCoord.symm p)) = F p.1 * 1 := by
    intro p _
    simp only [thermalWigner, Complex.norm_polarCoord_symm, sq_abs, hF,
      intensityDensity, smul_eq_mul, div_eq_mul_inv, mul_inv]
    ring
  have hprod : ∫ p in polarCoord.target, F p.1 * 1 =
      (∫ r in Ioi (0 : ℝ), F r) * ∫ _θ in Ioo (-π) π, (1 : ℝ) :=
    setIntegral_prod_mul F (fun _ => (1 : ℝ)) (Ioi 0) (Ioo (-π) π)
  have hangle : ∫ _θ in Ioo (-π) π, (1 : ℝ) = 2 * π := by
    rw [← integral_Ioc_eq_integral_Ioo,
      ← intervalIntegral.integral_of_le (by linarith [Real.pi_pos]),
      intervalIntegral.integral_const, smul_eq_mul]
    ring
  -- substitute I = r²
  have hs := integral_comp_rpow_Ioi_of_pos
    (g := fun I => f I * intensityDensity n I) (p := 2) two_pos
  rw [wignerMean, ← Complex.integral_comp_polarCoord_symm,
    setIntegral_congr_fun polarCoord.open_target.measurableSet h, hprod, hangle,
    ← hs, mul_comm, ← integral_const_mul]
  refine setIntegral_congr_fun measurableSet_Ioi fun r _ => ?_
  have h1 : (2 : ℝ) - 1 = 1 := by norm_num
  have hpi : π / π = 1 := div_self Real.pi_ne_zero
  simp only [hF, h1, Real.rpow_one, Real.rpow_two, smul_eq_mul]
  linear_combination (2 * r * (f (r ^ 2) * intensityDensity n (r ^ 2))) * hpi
```

## (c) Moments of the intensity

For $n\ge0$ and $j=0,1,2,\dots$ show that

$$\int_0^\infty I^j\rho_n(I)\,dI=j!\,\left(n+\tfrac12\right)^j .$$

Put $I=su$. The integral becomes $s^j\int_0^\infty u^je^{-u}\,du$. Integration by parts gives $\int_0^\infty u^je^{-u}du=j\int_0^\infty u^{j-1}e^{-u}du$ for $j\ge1$, and $\int_0^\infty e^{-u}du=1$, so the remaining integral is $j!$. The case $j=0$ confirms that $\rho_n$ is normalised.

Lean brings the integrand into the form of Mathlib's Gamma integral with rate $1/s$, then uses $\Gamma(j+1)=j!$.

```lean
/-- For `n ≥ 0` the `j`-th intensity moment is `j! (n + 1/2)^j`. -/
theorem intensity_moment {n : ℝ} (hn : 0 ≤ n) (j : ℕ) :
    ∫ I in Ioi (0 : ℝ), I ^ j * intensityDensity n I =
      (j.factorial : ℝ) * (n + 1 / 2) ^ j := by
  have hs : 0 < n + 1 / 2 := by linarith
  simp only [intensityDensity]
  generalize n + 1 / 2 = s at hs ⊢
  have h := Real.integral_rpow_mul_exp_neg_mul_Ioi
    (a := (j : ℝ) + 1) (r := s⁻¹) (by positivity) (by positivity)
  have hp : s ^ ((j : ℝ) + 1) = s ^ (j + 1) := by
    rw [← Real.rpow_natCast, Nat.cast_add, Nat.cast_one]
  calc _ = s⁻¹ * ∫ t in Ioi (0 : ℝ),
        t ^ ((j : ℝ) + 1 - 1) * Real.exp (-(s⁻¹ * t)) := by
        rw [← integral_const_mul]
        refine setIntegral_congr_fun measurableSet_Ioi fun t _ => ?_
        have e : -t / s = -(s⁻¹ * t) := by ring
        simp only [add_sub_cancel_right, Real.rpow_natCast, e]
        ring
    _ = _ := by
        rw [h, Real.Gamma_nat_eq_factorial, one_div, inv_inv, hp, pow_succ]
        field_simp
```

## (d) Convergence of the moments

For $n\ge0$ show that each of these integrals converges:

$$\int_0^\infty \left|I^j\rho_n(I)\right|dI<\infty .$$

The function $I^je^{-I/(2s)}$ is bounded on the half-line by some constant $C$. Hence $I^j\rho_n(I)\le (C/s)\,e^{-I/(2s)}$, which has a finite integral.

Lean takes a shorter route. If the integral did not converge, its assigned value would be 0, whereas part (c) gives it the positive value $j!\,s^j$. This contradiction proves `IntegrableOn`.

```lean
/-- For `n ≥ 0` every intensity moment converges. -/
theorem integrable_moment {n : ℝ} (hn : 0 ≤ n) (j : ℕ) :
    IntegrableOn (fun I => I ^ j * intensityDensity n I) (Ioi 0) := by
  by_contra hc
  have h := intensity_moment hn j
  rw [integral_undef hc] at h
  have : 0 < (j.factorial : ℝ) * (n + 1 / 2) ^ j := by positivity
  linarith
```

## (e) The mean of the ordering polynomial

For $n\ge0$ and every $k\ge0$ show that $P_k\rho_n$ is integrable on the half-line and that

$$\langle P_k\rangle_n=(-2n)^k ,$$

where the right-hand side is 1 for $k=0$, also when $n=0$.

A finite sum of integrable terms is integrable and may be averaged term by term. By part (c) the factorials cancel:

$$\langle P_k\rangle_n=\sum_{j=0}^k\binom kj\frac{(-2)^j}{j!}\,j!\,s^j=\sum_{j=0}^k\binom kj(-2s)^j=(1-2s)^k=(-2n)^k .$$

In Lean, `e` writes the integrand as a sum of moments, `hint` gives the integrability of each term, and `add_pow` is the binomial theorem. The fact `hf` cancels the factorials.

```lean
/-- For `n ≥ 0` the normal-ordering polynomial is integrable against the intensity
density, and its mean is `(-2n)^k`. -/
theorem orderingPoly_mean {n : ℝ} (hn : 0 ≤ n) (k : ℕ) :
    IntegrableOn (fun I => orderingPoly k I * intensityDensity n I) (Ioi 0) ∧
      wignerMean n (orderingPoly k) = (-2 * n) ^ k := by
  have e : (fun I => orderingPoly k I * intensityDensity n I) = fun I =>
      ∑ j ∈ Finset.range (k + 1), ((k.choose j : ℝ) * (-2) ^ j / (j.factorial : ℝ)) *
        (I ^ j * intensityDensity n I) := by
    funext I
    rw [orderingPoly, Finset.sum_mul]
    refine Finset.sum_congr rfl fun j _ => ?_
    rw [mul_pow]
    ring
  have hint : ∀ j : ℕ, Integrable (fun I => ((k.choose j : ℝ) * (-2) ^ j /
      (j.factorial : ℝ)) * (I ^ j * intensityDensity n I)) (volume.restrict (Ioi 0)) :=
    fun j => Integrable.const_mul (integrable_moment hn j) _
  constructor
  · rw [e]
    exact MeasureTheory.integrable_finsetSum _ fun j _ => hint j
  · -- the factorials cancel and the binomial theorem sums the series
    have b : (-2 * n) ^ k = (-2 * (n + 1 / 2) + 1) ^ k := by
      congr 1
      ring
    rw [wignerMean_eq, e, MeasureTheory.integral_finsetSum _ fun j _ => hint j, b, add_pow]
    refine Finset.sum_congr rfl fun j _ => ?_
    rw [integral_const_mul, intensity_moment hn j, one_pow, mul_pow]
    have hf : (j.factorial : ℝ) / (j.factorial : ℝ) = 1 :=
      div_self (by positivity)
    generalize n + 1 / 2 = s
    linear_combination ((k.choose j : ℝ) * (-2) ^ j * s ^ j) * hf
```

## (f) Normally ordered products

For $n\ge0$ show that sampling gives $a^{\dagger k}a^k$ the mean

$$\langle N_k\rangle_n=k!\,n^k .$$

The prefactor of $N_k$ comes out of the integral, and part (e) gives

$$k!\left(-\tfrac12\right)^k(-2n)^k=k!\,n^k .$$

The Lean proof moves the two constant factors out with `integral_const_mul` and joins the powers.

```lean
/-- For `n ≥ 0` Wigner sampling gives the normally ordered product of order `k` the
mean `k! n^k`. -/
theorem normalSymbol_mean {n : ℝ} (hn : 0 ≤ n) (k : ℕ) :
    wignerMean n (normalSymbol k) = (k.factorial : ℝ) * n ^ k := by
  have h := (orderingPoly_mean hn k).2
  simp only [wignerMean, normalSymbol, mul_assoc] at h ⊢
  rw [integral_const_mul, integral_const_mul, h, ← mul_pow]
  congr 2
  ring
```

## (g) How often the sampled photon number is negative

For $n\ge0$ show that

$$\Pr(N_1<0)=1-e^{-1/(2n+1)} .$$

By part (a) the condition is $I<\tfrac12$. Only intensities between 0 and $\tfrac12$ contribute:

$$\int_0^{1/2}\frac{e^{-I/s}}{s}\,dI=\left[-e^{-I/s}\right]_0^{1/2}=1-e^{-1/(2s)},\qquad 2s=2n+1 .$$

Lean expresses the probability as the average of an indicator function, equal to 1 where `normalSymbol 1 I < 0` and 0 elsewhere. The step `hset` identifies the set, `hd` verifies the antiderivative, and the fundamental theorem of calculus finishes the integral.

```lean
/-- For `n ≥ 0` the sampled normal-ordered photon number is negative with probability
`1 - exp(-1/(2n+1))`. -/
theorem negative_probability {n : ℝ} (hn : 0 ≤ n) :
    wignerMean n ({I | normalSymbol 1 I < 0}.indicator 1) =
      1 - Real.exp (-1 / (2 * n + 1)) := by
  have hset : {I | normalSymbol 1 I < 0} = Iio (1 / 2 : ℝ) := by
    ext I
    rw [Set.mem_ofPred_eq, normalSymbol_one, mem_Iio]
    constructor <;> intro h <;> linarith
  have hi : ∀ I, (Iio (1 / 2 : ℝ)).indicator 1 I * intensityDensity n I =
      (Iio (1 / 2 : ℝ)).indicator (intensityDensity n) I := by
    intro I
    by_cases h : I ∈ Iio (1 / 2 : ℝ)
    · simp only [indicator_of_mem h, Pi.one_apply, one_mul]
    · simp only [indicator_of_notMem h, zero_mul]
  have hd : ∀ x : ℝ, HasDerivAt (fun I => -Real.exp (-I / (n + 1 / 2)))
      (intensityDensity n x) x := by
    intro x
    have h1 : HasDerivAt (fun y : ℝ => -y / (n + 1 / 2)) (-1 / (n + 1 / 2)) x :=
      (hasDerivAt_neg x).div_const _
    refine h1.exp.fun_neg.congr_deriv ?_
    simp only [intensityDensity]
    ring
  have hc : Continuous (intensityDensity n) := by
    unfold intensityDensity
    fun_prop
  have e : -(1 / 2) / (n + 1 / 2) = -1 / (2 * n + 1) := by
    rw [div_eq_div_iff (by positivity) (by positivity)]
    ring
  -- only intensities between 0 and 1/2 contribute
  rw [wignerMean_eq, hset]
  simp only [hi]
  rw [setIntegral_indicator measurableSet_Iio, Ioi_inter_Iio,
    ← integral_Ioc_eq_integral_Ioo, ← intervalIntegral.integral_of_le (by norm_num),
    intervalIntegral.integral_eq_sub_of_hasDerivAt (fun x _ => hd x)
      (hc.intervalIntegrable _ _), e, neg_zero, zero_div, Real.exp_zero]
  ring
```

## (h) The empty mode

Set $n=0$. Show that the intensity has density $2e^{-2I}$ on the positive half-line, that every $P_k$ with $k\ge1$ is integrable against it, and that

$$\langle P_k\rangle_0=0\quad(k\ge1),\qquad \Pr\left(I-\tfrac12<0\right)=1-\frac1e .$$

Here $s=\tfrac12$, so $\rho_0(I)=2e^{-2I}$. Part (e) gives $\langle P_k\rangle_0=0^k$, which vanishes for $k\ge1$; for $k=0$ the polynomial is the constant 1 and its mean is 1. Part (g) gives $1-e^{-1}\approx0.632$.

The Lean theorem joins the three statements. The density claim is an equality of averages for every `f`, and the second claim states integrability alongside the zero mean. The proof rewrites `intensityDensity 0` as the explicit exponential and specialises parts (b), (e) and (g).

```lean
/-- Vacuum Wigner sampling gives the intensity the density `2 exp(-2I)`. Every
normal-ordering polynomial with `k ≥ 1` is integrable with mean zero, yet `I - 1/2` is
negative with probability `1 - 1/e`. -/
theorem vacuum_wigner_sampling :
    (∀ f : ℝ → ℝ, wignerMean 0 f =
      ∫ I in Ioi (0 : ℝ), f I * (2 * Real.exp (-2 * I))) ∧
    (∀ k : ℕ, 1 ≤ k →
      IntegrableOn (fun I => orderingPoly k I * (2 * Real.exp (-2 * I))) (Ioi 0) ∧
      wignerMean 0 (orderingPoly k) = 0) ∧
    wignerMean 0 ({I | I - 1 / 2 < 0}.indicator 1) = 1 - 1 / Real.exp 1 := by
  have hd : ∀ I, intensityDensity 0 I = 2 * Real.exp (-2 * I) := by
    intro I
    have e : -I / (0 + 1 / 2) = -2 * I := by ring
    rw [intensityDensity, e]
    ring
  refine ⟨fun f => ?_, fun k hk => ?_, ?_⟩
  · simp only [wignerMean_eq, hd]
  · obtain ⟨h1, h2⟩ := orderingPoly_mean (le_refl (0 : ℝ)) k
    simp only [hd] at h1
    refine ⟨h1, ?_⟩
    rw [h2, mul_zero, zero_pow (by omega)]
  · have h := negative_probability (le_refl (0 : ℝ))
    simp only [normalSymbol_one] at h
    have e : (-1 : ℝ) / (2 * 0 + 1) = -1 := by norm_num
    rw [h, e, Real.exp_neg, one_div]

end

end WignerVacuumSampling
```

```lean
#print axioms WignerVacuumSampling.normalSymbol_mean
#print axioms WignerVacuumSampling.vacuum_wigner_sampling
```

```
'WignerVacuumSampling.normalSymbol_mean' depends on axioms: [propext, Classical.choice, Quot.sound]
'WignerVacuumSampling.vacuum_wigner_sampling' depends on axioms: [propext, Classical.choice, Quot.sound]
```

For a single empty mode sampled in its initial state, before any coupling to the molecule acts, a negative photon number in one trajectory is thus expected and signals no fault in the simulation. The empty mode is recovered in the average over samples.

## One thermal photon, and the opposite ordering

Take $n=1$ and $k=2$, so $s=\tfrac32$. Part (c) gives $\langle I\rangle_1=\tfrac32$ and $\langle I^2\rangle_1=2\cdot\tfrac94=\tfrac92$. With $P_2(I)=1-4I+2I^2$,

$$\langle P_2\rangle_1=1-6+9=4=(-2)^2,\qquad \langle N_2\rangle_1=2\cdot\tfrac14\cdot4=2=2!\cdot1^2 .$$

The sampled photon number is negative with probability $1-e^{-1/3}\approx0.283$, less often than in the vacuum.

The argument of part (e) also handles the opposite operator order, a companion result derived here without a Lean proof. The product $a^ka^{\dagger k}$ is represented by $k!\,(\tfrac12)^kP_k(-I)$. The signs in the sum become positive, so the binomial theorem gives $(1+2s)^k=(2n+2)^k$, and the mean is $k!\,(n+1)^k$. In the vacuum this equals $k!$.
